# For a finite set of energy levels, the derivative of the canonical internal energy with respect to inverse temperature is minus the energy variance

For a finite, nonempty family of real energy levels `E i` with Boltzmann weights exp(−b `E i`), let U(b) be the canonical mean energy, normalised by the partition function. The lemma states that U is differentiable at every real b, with derivative −(⟨(E − c)²⟩ − (U(b) − c)²) for any real reference energy c. The bracket is the energy variance, whose value does not depend on c. The proof differentiates the numerator and the partition function term by term and applies the quotient rule. It then rewrites the sums through the energy moments of order 0, 1 and 2, leaving an algebraic identity for `field_simp` and `ring`.

This version doesn't compile in Lean 4 with Mathlib:

```lean
import Mathlib

open Filter Topology

namespace LowTemperatureEnergy

noncomputable section

variable {ι : Type*} [Fintype ι]

/-- The canonical partition function at inverse temperature `b`. -/
def partitionFn (E : ι → ℝ) (b : ℝ) : ℝ := ∑ i, Real.exp (-(b * E i))

/-- The canonical average of an observable `A` that is diagonal in the energy basis. -/
def thermalAvg (E A : ι → ℝ) (b : ℝ) : ℝ :=
  (∑ i, A i * Real.exp (-(b * E i))) / partitionFn E b

/-- The internal energy `U(b)`. -/
def meanEnergy (E : ι → ℝ) (b : ℝ) : ℝ := thermalAvg E E b

/-- The partition function is positive. -/
theorem partitionFn_pos [Nonempty ι] (E : ι → ℝ) (b : ℝ) : 0 < partitionFn E b :=
  Finset.sum_pos (fun _ _ => Real.exp_pos _) Finset.univ_nonempty

/-- The derivative `dU/db` is minus the energy variance, written with moments about an arbitrary
reference energy `c`. -/
theorem hasDerivAt_meanEnergy [Nonempty ι] (E : ι → ℝ) (c b : ℝ) :
    HasDerivAt (meanEnergy E)
      (-(thermalAvg E (fun i => (E i - c) ^ 2) b - (meanEnergy E b - c) ^ 2)) b := by
  have hw : ∀ i, HasDerivAt (fun b => Real.exp (-(b * E i)))
      (-(E i) * Real.exp (-(b * E i))) b := fun i =>
    (hasDerivAt_mul_const (E i)).fun_neg.exp.congr_deriv (by ring)
  have hZ : HasDerivAt (partitionFn E) (∑ i, -(E i) * Real.exp (-(b * E i))) b :=
    HasDerivAt.fun_sum (fun i _ => hw i)
  have hN : HasDerivAt (fun b => ∑ i, E i * Real.exp (-(b * E i)))
      (∑ i, E i * (-(E i) * Real.exp (-(b * E i)))) b :=
    HasDerivAt.fun_sum (fun i _ => (hw i).const_mul (E i))
  have hpos : partitionFn E b ≠ 0 := (partitionFn_pos E b).ne'
  refine (hN.fun_div hZ hpos).congr_deriv ?_
  -- express every sum through the moments of order 0, 1 and 2
  have e1 : ∑ i, E i * (-(E i) * Real.exp (-(b * E i)))
      = -∑ i, E i ^ 2 * Real.exp (-(b * E i)) := by
    rw [← Finset.sum_neg_distrib]
    exact Finset.sum_congr rfl fun i _ => by ring
  have e2 : ∑ i, -(E i) * Real.exp (-(b * E i)) = -∑ i, E i * Real.exp (-(b * E i)) := by
    rw [← Finset.sum_neg_distrib]
    exact Finset.sum_congr rfl fun i _ => by ring
  have e3 : ∑ i, (E i - c) ^ 2 * Real.exp (-(b * E i))
      = ∑ i, E i ^ 2 * Real.exp (-(b * E i)) - 2 * c * ∑ i, E i * Real.exp (-(b * E i))
        + c ^ 2 * partitionFn E b := by
    simp only [partitionFn, Finset.mul_sum]
    rw [← Finset.sum_sub_distrib, ← Finset.sum_add_distrib]
    exact Finset.sum_congr rfl fun i _ => by ring
  simp only [meanEnergy, thermalAvg]
  rw [e1, e2, e3]
  field_simp <;> ring

end

end LowTemperatureEnergy
```

Lean reports:

```
Try this:
  [apply] ring_nf
  
  The `ring` tactic failed to close the goal. Use `ring_nf` to obtain a normal form.
    
  Note that `ring` works primarily in *commutative* rings. If you have a noncommutative ring, abelian group or module, consider using `noncomm_ring`, `abel` or `module` instead.
Main.lean:29:83: error: unsolved goals
ι : Type u_1
inst✝¹ : Fintype ι
inst✝ : Nonempty ι
E : ι → ℝ
c b : ℝ
hw : ∀ (i : ι), HasDerivAt (fun b => Real.exp (-(b * E i))) (-E i * Real.exp (-(b * E i))) b
hZ : HasDerivAt (partitionFn E) (∑ i, -E i * Real.exp (-(b * E i))) b
hN : HasDerivAt (fun b => ∑ i, E i * Real.exp (-(b * E i))) (∑ i, E i * (-E i * Real.exp (-(b * E i)))) b
hpos : partitionFn E b ≠ 0
e1 : ∑ i, E i * (-E i * Real.exp (-(b * E i))) = -∑ i, E i ^ 2 * Real.exp (-(b * E i))
e2 : ∑ i, -E i * Real.exp (-(b * E i)) = -∑ i, E i * Real.exp (-(b * E i))
e3 :
  ∑ i, (E i - c) ^ 2 * Real.exp (-(b * E i)) =
    ∑ i, E i ^ 2 * Real.exp (-(b * E i)) - 2 * c * ∑ i, E i * Real.exp (-(b * E i)) + c ^ 2 * partitionFn E b
⊢ -((∑ x, E x ^ 2 * Real.exp (-(E x * b))) * partitionFn E b) + (∑ x, E x * Real.exp (-(b * E x))) ^ 2 =
    -(partitionFn E b * ∑ x, E x ^ 2 * Real.exp (-(b * E x))) + (∑ x, E x * Real.exp (-(b * E x))) ^ 2
```

The change, after which it compiles:

```diff
@@ -54,5 +54,8 @@
   simp only [meanEnergy, thermalAvg]
   rw [e1, e2, e3]
-  field_simp <;> ring
+  generalize ∑ i, E i ^ 2 * Real.exp (-(b * E i)) = M
+  generalize ∑ i, E i * Real.exp (-(b * E i)) = N
+  field_simp
+  ring
 
 end
```

What went wrong. The error reports that the final algebra is unfinished, and the "Try this" message says that `ring` did not close the goal and fell back to `ring_nf`. The two sides left over are equal, but the second-moment sum appears with `Real.exp (-(E x * b))` on the left and `Real.exp (-(b * E x))` on the right. `ring` treats each sum as an indivisible atom and does not use commutativity inside it to identify the two, so the matching terms do not cancel. The displayed goal comes after the fallback, so it does not by itself show which step reordered the product.

The repair uses `generalize` to replace the second-moment sum by `M` and the first-moment sum by `N` before any simplification. No exponent in these sums is then left to be reordered, and what remains is an identity in `M`, `N`, `c` and the nonzero `partitionFn E b`, which `field_simp` and `ring` prove. Putting these two tactics on separate lines instead of joining them with `<;>` is mere tidying.
